# With phases continued along the shift and a complete neighbour shell, the finite-difference Wannier centre follows translations at fixed spread

The phase of an overlap is taken here to be a real number θ, not the principal argument of a complex number. A non-zero overlap determines its phase only up to multiples of 2π, while the centre and spread formulas use the phase itself, so a branch has to be fixed. The branch chosen here follows the translation: a displacement by R changes θ to θ − b·R, even when the result leaves the interval (−π, π].

This is the phase change of a rigid displacement. The periodic part u_k of a Bloch state acquires the factor exp(−ik·R), in addition to being displaced in space, so the overlap of u_k with u_(k+b) acquires exp(−ib·R).

For a non-interacting band structure sampled on a finite k-mesh, the result says that the computed spread does not depend on where the origin is placed, as long as the neighbour shell is complete and the phases are continued in this way. The overlaps are given data. No Bloch states are constructed, and the spread is not minimised over gauges.

The index β in `B` labels the links of the mesh, and `ι` labels Cartesian components. Both sets are finite, and the dimension is arbitrary.

```lean
import Mathlib

open Matrix

namespace MaximalLocalization

noncomputable section

/- The index `β` runs over the links of the k-mesh. For a mesh of `N` points a link is a
pair (k, b), and its weight is the shell weight of b divided by `N`. -/
variable {B ι : Type*} [Fintype B] [Fintype ι]
```

Each link carries a vector b_β and a real weight w_β, which includes the 1/N of the average over N mesh points. Together they form the shell tensor

T = Σ_β w_β b_β b_βᵀ.

```lean
/-- The shell tensor `∑ w b bᵀ` of the weighted neighbour vectors. -/
def shellTensor (w : B → ℝ) (b : B → ι → ℝ) : Matrix ι ι ℝ :=
  ∑ β, w β • vecMulVec (b β) (b β)
```

With real modulus parameters s_β and phases θ_β, the centre and spread of one Wannier function are

r = −Σ_β w_β θ_β b_β

Ω = Σ_β w_β (1 − s_β² + θ_β²) − |r|².

In the code, `⬝ᵥ` is the dot product and `*ᵥ` applies a matrix to a vector.

```lean
/-- The Wannier centre `r = -∑ w θ b` computed from the link phases `θ`. -/
def center (w : B → ℝ) (b : B → ι → ℝ) (θ : B → ℝ) : ι → ℝ :=
  -∑ β, (w β * θ β) • b β

/-- The spread `Ω = ∑ w (1 - s² + θ²) - |r|²` computed from the moduli `s` and phases `θ`
of the overlaps. -/
def spread (w : B → ℝ) (b : B → ι → ℝ) (s θ : B → ℝ) : ℝ :=
  ∑ β, w β * (1 - s β ^ 2 + θ β ^ 2) - center w b θ ⬝ᵥ center w b θ
```

The translation acts on the phases alone.

```lean
/-- The link phases after translation by `R`: each `θ` becomes `θ - b·R`. -/
def shiftPhase (b : B → ι → ℝ) (R : ι → ℝ) (θ : B → ℝ) : B → ℝ :=
  fun β => θ β - b β ⬝ᵥ R
```

The complex overlap is M = s exp(iθ). A second centre formula, with Im M in place of θ, is defined for comparison.

```lean
/-- The complex overlap `M = s exp(iθ)` with modulus parameter `s` and phase `θ`. -/
def overlap (s θ : ℝ) : ℂ := s * Complex.exp (θ * Complex.I)

/-- The centre formula with the phase of each overlap replaced by its imaginary part. -/
def imCenter (w : B → ℝ) (b : B → ι → ℝ) (M : B → ℂ) : ι → ℝ :=
  -∑ β, (w β * (M β).im) • b β
```

The next lemma ties the real phase shift to the complex overlap: lowering θ by x multiplies M by exp(−ix). Its proof combines the two exponentials.

```lean
/-- Lowering the phase of an overlap by `x` multiplies the overlap by `exp(-ix)`. -/
theorem overlap_shift (s θ x : ℝ) :
    overlap s (θ - x) = Complex.exp (-(x * Complex.I)) * overlap s θ := by
  simp only [overlap]
  rw [mul_left_comm, ← Complex.exp_add]
  congr 2
  push_cast
  ring
```

## Weighted neighbour vectors that resolve the identity

The hypothesis `shellTensor w b = 1`, called completeness here, says that the weighted neighbours measure every direction equally and with the right scale. Equivalently, the finite-difference gradient Σ_β w_β b_β [f(k + b_β) − f(k)] is exact for linear functions f, when the sum is taken over the neighbours of a single k with their shell weights.

By hand, it enters first through the action of T on a vector:

T R = Σ_β w_β (b_β·R) b_β.

The lemma proves this component by component, exchanging the two finite sums.

```lean
/-- The shell tensor sends a vector `R` to `∑ w (b·R) b`. -/
theorem shellTensor_mulVec (w : B → ℝ) (b : B → ι → ℝ) (R : ι → ℝ) :
    shellTensor w b *ᵥ R = ∑ β, (w β * (b β ⬝ᵥ R)) • b β := by
  ext i
  simp only [shellTensor, Matrix.mulVec, dotProduct, Matrix.sum_apply, Matrix.smul_apply,
    Matrix.vecMulVec_apply, Finset.sum_apply, Pi.smul_apply, smul_eq_mul, Finset.mul_sum,
    Finset.sum_mul]
  rw [Finset.sum_comm]
  exact Finset.sum_congr rfl fun β _ => Finset.sum_congr rfl fun j _ => by ring
```

The shifted centre is therefore

r′ = −Σ_β w_β (θ_β − b_β·R) b_β = r + T R,

for any weights and vectors.

```lean
/-- For any weights and neighbour vectors, the phase shift by `b·R` moves the centre by the
shell tensor applied to `R`. -/
theorem center_shift (w : B → ℝ) (b : B → ι → ℝ) (θ : B → ℝ) (R : ι → ℝ) :
    center w b (shiftPhase b R θ) = center w b θ + shellTensor w b *ᵥ R := by
  simp only [center, shiftPhase, mul_sub, sub_smul, Finset.sum_sub_distrib,
    shellTensor_mulVec]
  abel
```

If T = 1, then r′ = r + R. Conversely, if r′ = r + R for every R, then T R = R for every R, and T = 1. Completeness is thus exactly the condition for the centre to follow all translations. In the proof, `add_left_cancel` removes r from both sides, and `Matrix.toLin'.injective` recovers the matrix from its action on vectors.

```lean
/-- The centre follows every translation `R` exactly if and only if the shell tensor is the
identity. -/
theorem center_covariant_iff [DecidableEq ι] (w : B → ℝ) (b : B → ι → ℝ) (θ : B → ℝ) :
    (∀ R, center w b (shiftPhase b R θ) = center w b θ + R) ↔ shellTensor w b = 1 := by
  constructor
  · intro h
    -- a matrix is determined by its action on vectors
    apply Matrix.toLin'.injective
    refine LinearMap.ext fun R => ?_
    rw [Matrix.toLin'_apply, Matrix.toLin'_apply, Matrix.one_mulVec]
    exact add_left_cancel ((center_shift w b θ R).symm.trans (h R))
  · intro h R
    rw [center_shift, h, Matrix.one_mulVec]
```

The spread needs two scalar identities. The first is the component of the centre along a vector c,

r·c = −Σ_β w_β θ_β (b_β·c).

```lean
/-- The component of the centre along `c` is `-∑ w θ (b·c)`. -/
theorem center_dot (w : B → ℝ) (b : B → ι → ℝ) (θ : B → ℝ) (c : ι → ℝ) :
    center w b θ ⬝ᵥ c = -∑ β, w β * θ β * (b β ⬝ᵥ c) := by
  simp only [center, neg_dotProduct, sum_dotProduct, smul_dotProduct, smul_eq_mul]
```

The second is the dot product of T c = c with c,

Σ_β w_β (b_β·c)² = |c|².

```lean
/-- If the shell tensor is the identity, then `∑ w (b·c)² = |c|²`. -/
theorem sum_sq_dot [DecidableEq ι] {w : B → ℝ} {b : B → ι → ℝ}
    (h : shellTensor w b = 1) (c : ι → ℝ) :
    ∑ β, w β * (b β ⬝ᵥ c) ^ 2 = c ⬝ᵥ c := by
  have e := shellTensor_mulVec w b c
  rw [h, Matrix.one_mulVec] at e
  have e2 := congrArg (fun v => v ⬝ᵥ c) e
  simp only [sum_dotProduct, smul_dotProduct, smul_eq_mul] at e2
  rw [e2]
  exact Finset.sum_congr rfl fun β _ => by ring
```

Expanding the shifted phases, and using both identities with c = R, gives

Σ_β w_β (θ_β − b_β·R)² = Σ_β w_β θ_β² − 2 Σ_β w_β θ_β (b_β·R) + Σ_β w_β (b_β·R)²

= Σ_β w_β θ_β² + 2 r·R + |R|².

The subtracted term changes from |r|² to |r + R|² = |r|² + 2 r·R + |R|². The additions cancel, and Ω is unchanged. In the Lean proof, `e` is the expansion, `d` supplies the cross term, `sum_sq_dot` supplies the quadratic term, and `linarith` performs the cancellation.

```lean
/-- If the shell tensor is the identity, replacing each phase `θ` by `θ - b·R` moves the
Wannier centre by `R` and leaves the spread unchanged. -/
theorem translation_covariance [DecidableEq ι] {w : B → ℝ} {b : B → ι → ℝ}
    (h : shellTensor w b = 1) (s θ : B → ℝ) (R : ι → ℝ) :
    center w b (shiftPhase b R θ) = center w b θ + R ∧
      spread w b s (shiftPhase b R θ) = spread w b s θ := by
  have hc := (center_covariant_iff w b θ).2 h R
  refine ⟨hc, ?_⟩
  -- expand the square of the shifted phases
  have e : ∑ β, w β * (1 - s β ^ 2 + shiftPhase b R θ β ^ 2)
      = ∑ β, w β * (1 - s β ^ 2 + θ β ^ 2) - 2 * ∑ β, w β * θ β * (b β ⬝ᵥ R)
        + ∑ β, w β * (b β ⬝ᵥ R) ^ 2 := by
    rw [Finset.mul_sum, ← Finset.sum_sub_distrib, ← Finset.sum_add_distrib]
    exact Finset.sum_congr rfl fun β _ => by simp only [shiftPhase]; ring
  have d := center_dot w b θ R
  unfold spread
  rw [hc, e, sum_sq_dot h]
  simp only [add_dotProduct, dotProduct_add]
  rw [dotProduct_comm R (center w b θ)]
  linarith
```

Without completeness, the same algebra gives

Ω′ − Ω = 2 r·(R − T R) + R·T R − |T R|²,

which is in general not zero. A wrongly scaled shell, T = t·1, moves the centre by tR instead of R.

Completeness also allows the square to be completed about any trial centre c:

Σ_β w_β [1 − s_β² + (θ_β + b_β·c)²]

= Ω + |r|² − 2 r·c + |c|²

= Ω + |c − r|².

The proof is the previous one with the sign of the cross term reversed.

```lean
/-- If the shell tensor is the identity, measuring the phases from a trial centre `c` gives
the spread plus the squared distance of `c` from the Wannier centre. -/
theorem spread_trial_center [DecidableEq ι] {w : B → ℝ} {b : B → ι → ℝ}
    (h : shellTensor w b = 1) (s θ : B → ℝ) (c : ι → ℝ) :
    ∑ β, w β * (1 - s β ^ 2 + (θ β + b β ⬝ᵥ c) ^ 2)
      = spread w b s θ + (c - center w b θ) ⬝ᵥ (c - center w b θ) := by
  have e : ∑ β, w β * (1 - s β ^ 2 + (θ β + b β ⬝ᵥ c) ^ 2)
      = ∑ β, w β * (1 - s β ^ 2 + θ β ^ 2) + 2 * ∑ β, w β * θ β * (b β ⬝ᵥ c)
        + ∑ β, w β * (b β ⬝ᵥ c) ^ 2 := by
    rw [Finset.mul_sum, ← Finset.sum_add_distrib, ← Finset.sum_add_distrib]
    exact Finset.sum_congr rfl fun β _ => by ring
  have d := center_dot w b θ c
  unfold spread
  rw [e, sum_sq_dot h]
  simp only [sub_dotProduct, dotProduct_sub]
  rw [dotProduct_comm c (center w b θ)]
  linarith
```

## Non-negative weights and overlaps of modulus at most one

Translation covariance needs neither condition; both serve to show Ω ≥ 0. The bound `|s β| ≤ 1` is the Cauchy–Schwarz bound for overlaps of normalised states. The condition `0 ≤ w β` says that every link contributes to the sum with a non-negative weight.

By hand, set c = r in the last identity:

Ω = Σ_β w_β [1 − s_β² + (θ_β + b_β·r)²].

Each bracket is non-negative because s_β² ≤ 1, and each weight is non-negative, so the sum is too. The proof makes the same substitution and passes the sign of each term to `Finset.sum_nonneg`.

```lean
/-- The spread is non-negative if the shell tensor is the identity, the weights are
non-negative and the overlap moduli are at most one. -/
theorem spread_nonneg [DecidableEq ι] {w : B → ℝ} {b : B → ι → ℝ}
    (h : shellTensor w b = 1) (hw : ∀ β, 0 ≤ w β) {s : B → ℝ} (hs : ∀ β, |s β| ≤ 1)
    (θ : B → ℝ) : 0 ≤ spread w b s θ := by
  -- take the Wannier centre itself as trial centre
  have e := spread_trial_center h s θ (center w b θ)
  rw [sub_self, zero_dotProduct, add_zero] at e
  rw [← e]
  refine Finset.sum_nonneg fun β _ => mul_nonneg (hw β) ?_
  have h1 := (sq_le_one_iff_abs_le_one (s β)).2 (hs β)
  have h2 := sq_nonneg (θ β + b β ⬝ᵥ center w b θ)
  linarith
```

Either condition can spoil the sign when it fails. In one dimension, take neighbours ±q with weights 1/(2q²). If both phases vanish and both s equal 2, as unnormalised states would allow, then Ω = −3/q². For negative weights, take the higher-order stencil with weights 2/(3q²) on ±q and −1/(24q²) on ±2q, which is complete. With zero phases, s = 1 on the inner pair and s = 0 on the outer pair, Ω = −1/(12q²). Taken at every k of a mesh, such moduli do not come from normalised Bloch states: inner moduli of one make neighbouring u_k equal up to a phase, so the outer moduli would be one as well. The theorem treats the moduli as free numbers.

## A non-zero mesh step and a non-zero displacement

In one dimension the neighbours are q and −q, where q is the mesh step. Only the two links of a single k are kept here, with their full shell weights. When the overlaps are the same at every k, the average over an N-point mesh gives the same sums.

```lean
/-- The two neighbour vectors `q` and `-q` of a one-dimensional mesh. -/
def pairVec (q : ℝ) : Fin 2 → Fin 1 → ℝ := ![fun _ => q, fun _ => -q]

/-- The weight `1/(2q²)` of both neighbours in one dimension, for `q ≠ 0`. -/
def pairWeight (q : ℝ) : Fin 2 → ℝ := fun _ => 1 / (2 * q ^ 2)
```

The hypothesis `q ≠ 0` says that the neighbours differ from the point itself. It is used in

T = 2 · q²/(2q²) = 1,

and at q = 0 there is no neighbour from which to form a difference. This pair shows that completeness can be satisfied.

```lean
/-- For `q ≠ 0` the neighbours `±q` with weights `1/(2q²)` have the identity as shell
tensor. -/
theorem shellTensor_witness {q : ℝ} (hq : q ≠ 0) :
    shellTensor (pairWeight q) (pairVec q) = 1 := by
  ext i j
  fin_cases i
  fin_cases j
  simp [shellTensor, pairWeight, pairVec, Fin.sum_univ_two, Matrix.vecMulVec_apply]
  field_simp
  norm_num
```

Now start from s = 1 and θ = 0 on both links, so that r = 0. Taken at every k of a mesh, these are the overlaps of an orbital in the limit where it shrinks to a point at the origin. Translate it by R. The phases become −qR on the link q and +qR on the link −q. The formula with imaginary parts gives

−[1/(2q²)] · [−sin(qR) q + sin(qR)(−q)] = sin(qR)/q.

If this equalled R, then sin(qR) = qR, which is impossible for qR ≠ 0. This is where `R ≠ 0` is needed, together with `q ≠ 0`; at R = 0 both formulas give zero. The proof treats the two signs of qR separately, using sin x < x for x > 0.

```lean
/-- For the neighbours `±q` with `q ≠ 0` and weights `1/(2q²)`, take overlaps of modulus one and
phase zero and translate them by `R ≠ 0`. The imaginary-part formula then gives `sin(qR)/q`, which
is not `R`. -/
theorem imCenter_fails {q R : ℝ} (hq : q ≠ 0) (hR : R ≠ 0) :
    imCenter (pairWeight q) (pairVec q)
        (fun β => overlap 1 (shiftPhase (pairVec q) (fun _ => R) 0 β))
      = (fun _ => Real.sin (q * R) / q) ∧ Real.sin (q * R) / q ≠ R := by
  constructor
  · have him : ∀ x : ℝ, (overlap 1 x).im = Real.sin x := fun x => by
      simp only [overlap, Complex.ofReal_one, one_mul, Complex.exp_ofReal_mul_I_im]
    ext i
    simp only [imCenter, him]
    simp [shiftPhase, pairWeight, pairVec, Fin.sum_univ_two, dotProduct]
    field_simp
    ring
  · intro h
    rw [div_eq_iff hq] at h
    -- the sine of a non-zero angle never equals the angle
    rcases lt_or_gt_of_ne (mul_ne_zero hq hR) with hx | hx
    · have h1 := Real.sin_lt (neg_pos.2 hx)
      rw [Real.sin_neg] at h1
      linarith [mul_comm q R]
    · have h1 := Real.sin_lt hx
      linarith [mul_comm q R]

end

end MaximalLocalization
```

For fixed R and small q,

sin(qR)/q = R − q²R³/6 + …,

so the discrepancy disappears as the mesh is refined.

For a coarse mesh, take q = π/2, which is a four-point mesh with lattice constant 1, and R = 1. The overlaps are again the same at every k, so one k suffices. Its shell weights are 2/π² and the shifted phases are ∓π/2. The phase formula gives

r = (2/π²)(π²/4 + π²/4) = 1

Ω = (2/π²)(π²/4 + π²/4) − 1² = 0,

as before the shift, whereas the imaginary parts give a centre of 2/π ≈ 0.64.

The same mesh shows what the choice of branch can do. For R = 3 the continued phases are ∓3π/2, and the centre is 3. Reduced to principal values they become ±π/2, and the centre comes out as −1, displaced by the four-cell period of the mesh. The spread is still zero here, but when the phases vary over the mesh, reducing only some of them can change the spread as well.

```lean
#print axioms MaximalLocalization.translation_covariance
#print axioms MaximalLocalization.spread_trial_center
#print axioms MaximalLocalization.spread_nonneg
#print axioms MaximalLocalization.imCenter_fails
```

```
'MaximalLocalization.translation_covariance' depends on axioms: [propext, Classical.choice, Quot.sound]
'MaximalLocalization.spread_trial_center' depends on axioms: [propext, Classical.choice, Quot.sound]
'MaximalLocalization.spread_nonneg' depends on axioms: [propext, Classical.choice, Quot.sound]
'MaximalLocalization.imCenter_fails' depends on axioms: [propext, Classical.choice, Quot.sound]
```
